# The one-shot Fan–Migdal self-energy misses the fourth spectral moment of a single Holstein site by $2g^4$

Add one electron to an empty site whose phonon mode is at zero temperature, with bare level at zero and $\hbar=1$. The Hamiltonian of the occupied site is $H=w\,b^\dagger b+g(b+b^\dagger)$, with phonon energy $w>0$ and real coupling $g\neq0$. With $S=g^2/w^2$, the exact spectrum seen from the phonon vacuum has levels $(n-S)w$ with weights $e^{-S}S^n/n!$. By "Migdal" I mean the self-energy $\Sigma(z)=g^2/(z-w)$ built once on the bare propagator, which corresponds to the matrix $M=\begin{pmatrix}0&g\\g&w\end{pmatrix}$.

I believe the two spectra share their moments of order zero to three, but not the fourth, so this approximation is not exact here. Can that be made rigorous and machine-checked?

## Two-phonon states enter at the fourth moment

Yes. Represent $b^\dagger$ as multiplication by $X$ and $b$ as $d/dX$. The normalised $n$-phonon state is $X^n/\sqrt{n!}$, and the vacuum amplitude of a polynomial is its value at $X=0$. Applying $H$ repeatedly to the vacuum gives

$$\begin{aligned}
H1&=gX,\\
H^21&=g^2+gwX+g^2X^2,\\
H^31&=g^2w+(gw^2+3g^3)X+3g^2wX^2+g^3X^3.
\end{aligned}$$

The constant term of $Hp$ is $g$ times the linear coefficient of $p$, so that of $H^41$ is $g^2w^2+3g^4$. The vacuum moments are therefore $1,\ 0,\ g^2,\ g^2w,\ g^2w^2+3g^4$.

The Poisson spectrum gives the same list. Since $n/n!=1/(n-1)!$ for $n\ge1$, we have $\langle n f(n)\rangle=S\langle f(n+1)\rangle$. Taking $f(n)=1,n,n^2,n^3$ in turn yields

$$\begin{aligned}
\langle n\rangle&=S,\qquad \langle n^2\rangle=S^2+S,\\
\langle n^3\rangle&=S^3+3S^2+S,\\
\langle n^4\rangle&=S^4+6S^3+7S^2+S.
\end{aligned}$$

Expanding $(n-S)^k$ gives the averages $1,0,S,S,3S^2+S$ for $k=0,\dots,4$. Multiplying by $w^k$ and using $Sw^2=g^2$ recovers the vacuum moments.

For the approximation,

$$M^2=\begin{pmatrix}g^2&gw\\gw&g^2+w^2\end{pmatrix},$$

so $(M^3)_{00}=g^2w$ and $(M^4)_{00}=g^4+g^2w^2$. The difference at fourth order is $2g^4$: the path $0\to1\to2\to1\to0$ in phonon number, which $M$ lacks.

To see that $M$ encodes $\Sigma$, let $N$ be the inverse of $z-M$. Its first column satisfies $zN_{00}-gN_{10}=1$ and $-gN_{00}+(z-w)N_{10}=0$. Eliminating $N_{10}$ gives $N_{00}\,(z-\Sigma(z))=1$.

## What the theorems say

`migdal_not_exact` takes real `g` and `w` with `w ≠ 0`, which includes the physical case $w>0$. It states that `exactMoment` and `migdalMoment` agree for all `k ≤ 3`, that their fourth values differ by `2 * g ^ 4`, and that these are equal exactly when `g = 0`.

`exactMoment` is the infinite Poisson sum, and `migdalMoment` is the `0 0` entry of a matrix power. `exact_hasSum` proves that the sum converges to `vacuumMoment` for `k ≤ 4`. This ties the Poisson spectrum to `holstein` through fourth order; the full diagonalisation is not proved. `migdal_green` supplies the link to $\Sigma$ for complex $z\neq w$ whenever the inverse `N` exists.

The self-energy is not self-consistent, and there is no hopping. Migdal's theorem concerns phonon energies small compared with electronic ones, so this site does not contradict it. Agreement of the moments through order three therefore does not show that this approximation is exact, even in a one-site model.

In Lean 4 with Mathlib:

```lean
import Mathlib

open Polynomial

namespace FanMigdalCounterexample

noncomputable section

/-- The Huang-Rhys factor `S = g² / w²`, for phonon energy `w ≠ 0`. -/
def huangRhys (g w : ℝ) : ℝ := g ^ 2 / w ^ 2

/-- The Poisson weight of the line with `n` phonons at Huang-Rhys factor `S`. -/
def phononWeight (S : ℝ) (n : ℕ) : ℝ := Real.exp (-S) * (S ^ n / (n.factorial : ℝ))

/-- The energy `(n - S) w` of the line with `n` phonons, for `w ≠ 0`. -/
def level (g w : ℝ) (n : ℕ) : ℝ := ((n : ℝ) - huangRhys g w) * w

/-- The `k`-th moment of the Poisson spectrum of the single site, for `w ≠ 0`. -/
def exactMoment (g w : ℝ) (k : ℕ) : ℝ :=
  ∑' n, phononWeight (huangRhys g w) n * level g w n ^ k

/-- The Hamiltonian `w b†b + g (b + b†)` of the occupied site, with `b†` acting on
polynomials as multiplication by `X` and `b` as the derivative. -/
def holstein (g w : ℝ) (p : ℝ[X]) : ℝ[X] :=
  C w * (X * derivative p) + C g * (X * p + derivative p)

/-- The vacuum expectation value of the `k`-th power of the Hamiltonian. -/
def vacuumMoment (g w : ℝ) (k : ℕ) : ℝ := ((holstein g w)^[k] 1).eval 0

/-- The Hamiltonian restricted to the states with zero and one phonon. -/
def migdalMatrix (g w : ℝ) : Matrix (Fin 2) (Fin 2) ℝ := !![0, g; g, w]

/-- The `k`-th spectral moment of the one-phonon matrix in the zero-phonon state. -/
def migdalMoment (g w : ℝ) (k : ℕ) : ℝ := (migdalMatrix g w ^ k) 0 0

/-- A convergent sum may be rewritten term by term. -/
private theorem hasSum_cast {f f' : ℕ → ℝ} {a a' : ℝ} (h : HasSum f a)
    (hf : ∀ n, f' n = f n) (ha : a' = a) : HasSum f' a' := by
  have e : f' = f := funext hf
  rw [e, ha]
  exact h

/-- In a Poisson distribution of phonons, the average of `n f(n)` is `S` times the
average of `f(n + 1)`. -/
theorem poisson_shift (S : ℝ) (f : ℕ → ℝ) {a : ℝ}
    (h : HasSum (fun n => phononWeight S n * f (n + 1)) a) :
    HasSum (fun n => phononWeight S n * ((n : ℝ) * f n)) (S * a) := by
  -- the term n = 0 vanishes, so the sum starts at n = 1
  rw [← hasSum_nat_add_iff' 1]
  refine hasSum_cast (h.mul_left S) (fun n => ?_) (by simp)
  have h1 : (n : ℝ) + 1 ≠ 0 := by positivity
  have h2 : (n.factorial : ℝ) ≠ 0 := by positivity
  simp only [phononWeight, Nat.factorial_succ, pow_succ]
  push_cast
  field_simp

/-- The Poisson average of an arbitrary quartic polynomial in the phonon number. -/
theorem poisson_quartic (S c₀ c₁ c₂ c₃ c₄ : ℝ) :
    HasSum (fun n : ℕ => phononWeight S n *
        (c₀ + c₁ * n + c₂ * (n : ℝ) ^ 2 + c₃ * (n : ℝ) ^ 3 + c₄ * (n : ℝ) ^ 4))
      (c₀ + c₁ * S + c₂ * (S ^ 2 + S) + c₃ * (S ^ 3 + 3 * S ^ 2 + S)
        + c₄ * (S ^ 4 + 6 * S ^ 3 + 7 * S ^ 2 + S)) := by
  have hexp : HasSum (fun n : ℕ => S ^ n / (n.factorial : ℝ)) (Real.exp S) := by
    rw [Real.exp_eq_exp_ℝ]
    exact NormedSpace.expSeries_div_hasSum_exp S
  have m0 : HasSum (fun n => phononWeight S n) 1 :=
    hasSum_cast (hexp.mul_left (Real.exp (-S))) (fun n => rfl)
      (by rw [← Real.exp_add]; simp)
  -- each raw moment follows from the lower ones by the shift identity
  have m1 : HasSum (fun n : ℕ => phononWeight S n * (n : ℝ)) S :=
    hasSum_cast (poisson_shift S (fun _ => 1) (a := 1)
      (hasSum_cast m0 (fun n => by ring) rfl))
      (fun n => by ring) (by ring)
  have m2 : HasSum (fun n : ℕ => phononWeight S n * (n : ℝ) ^ 2) (S ^ 2 + S) :=
    hasSum_cast (poisson_shift S (fun n => (n : ℝ)) (a := S + 1)
      (hasSum_cast (m1.add m0) (fun n => by push_cast; ring) rfl))
      (fun n => by ring) (by ring)
  have m3 : HasSum (fun n : ℕ => phononWeight S n * (n : ℝ) ^ 3)
      (S ^ 3 + 3 * S ^ 2 + S) :=
    hasSum_cast (poisson_shift S (fun n => (n : ℝ) ^ 2) (a := S ^ 2 + S + 2 * S + 1)
      (hasSum_cast ((m2.add (m1.mul_left 2)).add m0) (fun n => by push_cast; ring) rfl))
      (fun n => by ring) (by ring)
  have m4 : HasSum (fun n : ℕ => phononWeight S n * (n : ℝ) ^ 4)
      (S ^ 4 + 6 * S ^ 3 + 7 * S ^ 2 + S) :=
    hasSum_cast (poisson_shift S (fun n => (n : ℝ) ^ 3)
      (a := S ^ 3 + 3 * S ^ 2 + S + 3 * (S ^ 2 + S) + 3 * S + 1)
      (hasSum_cast (((m3.add (m2.mul_left 3)).add (m1.mul_left 3)).add m0)
        (fun n => by push_cast; ring) rfl))
      (fun n => by ring) (by ring)
  exact hasSum_cast (((((m0.mul_left c₀).add (m1.mul_left c₁)).add (m2.mul_left c₂)).add
    (m3.mul_left c₃)).add (m4.mul_left c₄)) (fun n => by ring) (by ring)

/-- The vacuum moments of the single-site Hamiltonian, from order zero to four. -/
theorem vacuum_moments (g w : ℝ) :
    vacuumMoment g w 0 = 1 ∧ vacuumMoment g w 1 = 0 ∧ vacuumMoment g w 2 = g ^ 2 ∧
      vacuumMoment g w 3 = g ^ 2 * w ∧
      vacuumMoment g w 4 = g ^ 2 * w ^ 2 + 3 * g ^ 4 := by
  have h1 : holstein g w 1 = C g * X := by simp [holstein]
  have h2 : holstein g w (C g * X) =
      C g * C g + C g * C w * X + C g * C g * (X * X) := by
    simp only [holstein, derivative_mul, derivative_C, derivative_X]
    ring
  refine ⟨?_, ?_, ?_, ?_, ?_⟩
  · change (1 : ℝ[X]).eval 0 = 1
    simp
  · change (holstein g w 1).eval 0 = 0
    rw [h1]
    simp
  · change (holstein g w (holstein g w 1)).eval 0 = g ^ 2
    rw [h1, h2]
    simp only [eval_add, eval_mul, eval_C, eval_X]
    ring
  · change (holstein g w (holstein g w (holstein g w 1))).eval 0 = _
    rw [h1, h2]
    simp only [holstein, derivative_add, derivative_mul, derivative_C, derivative_X,
      eval_add, eval_mul, eval_C, eval_X, eval_zero, eval_one]
    ring
  · change (holstein g w (holstein g w (holstein g w (holstein g w 1)))).eval 0 = _
    rw [h1, h2]
    simp only [holstein, derivative_add, derivative_mul, derivative_C, derivative_X,
      derivative_zero, derivative_one, eval_add, eval_mul, eval_C, eval_X, eval_zero,
      eval_one]
    ring

/-- Up to fourth order, the moments of the Poisson spectrum converge to the vacuum
moments of the single-site Hamiltonian. -/
theorem exact_hasSum (g : ℝ) {w : ℝ} (hw : w ≠ 0) {k : ℕ} (hk : k ≤ 4) :
    HasSum (fun n => phononWeight (huangRhys g w) n * level g w n ^ k)
      (vacuumMoment g w k) := by
  obtain ⟨v0, v1, v2, v3, v4⟩ := vacuum_moments g w
  have hS : huangRhys g w * w ^ 2 = g ^ 2 := div_mul_cancel₀ _ (pow_ne_zero 2 hw)
  unfold level
  generalize huangRhys g w = S at hS ⊢
  -- expand (n - S)^k and average term by term
  interval_cases k
  · exact hasSum_cast (poisson_quartic S 1 0 0 0 0) (fun n => by ring)
      (by rw [v0]; ring)
  · exact hasSum_cast (poisson_quartic S (-S * w) w 0 0 0) (fun n => by ring)
      (by rw [v1]; ring)
  · exact hasSum_cast (poisson_quartic S (S ^ 2 * w ^ 2) (-2 * S * w ^ 2) (w ^ 2) 0 0)
      (fun n => by ring) (by rw [v2]; linear_combination -hS)
  · exact hasSum_cast (poisson_quartic S (-S ^ 3 * w ^ 3) (3 * S ^ 2 * w ^ 3)
      (-3 * S * w ^ 3) (w ^ 3) 0)
      (fun n => by ring) (by rw [v3]; linear_combination -w * hS)
  · exact hasSum_cast (poisson_quartic S (S ^ 4 * w ^ 4) (-4 * S ^ 3 * w ^ 4)
      (6 * S ^ 2 * w ^ 4) (-4 * S * w ^ 4) (w ^ 4)) (fun n => by ring)
      (by rw [v4]; linear_combination -(w ^ 2 + 3 * (S * w ^ 2 + g ^ 2)) * hS)

/-- The spectral moments of the one-phonon matrix, from order zero to four. -/
theorem migdal_moments (g w : ℝ) :
    migdalMoment g w 0 = 1 ∧ migdalMoment g w 1 = 0 ∧ migdalMoment g w 2 = g ^ 2 ∧
      migdalMoment g w 3 = g ^ 2 * w ∧
      migdalMoment g w 4 = g ^ 2 * w ^ 2 + g ^ 4 := by
  refine ⟨?_, ?_, ?_, ?_, ?_⟩ <;>
    simp [migdalMoment, migdalMatrix, pow_succ, Matrix.mul_apply, Fin.sum_univ_two] <;>
    ring

/-- The zero-phonon entry of the resolvent of the one-phonon matrix is the inverse of
`z - Σ(z)`, with the Fan-Migdal self-energy `Σ(z) = g² / (z - w)`. -/
theorem migdal_green (g w : ℝ) {z : ℂ} (hz : z ≠ w) (N : Matrix (Fin 2) (Fin 2) ℂ)
    (hN : (z • (1 : Matrix (Fin 2) (Fin 2) ℂ)
      - (migdalMatrix g w).map Complex.ofReal) * N = 1) :
    N 0 0 * (z - (g : ℂ) ^ 2 / (z - w)) = 1 := by
  have h00 : z * N 0 0 + -(g : ℂ) * N 1 0 = 1 := by
    simpa [migdalMatrix, Matrix.mul_apply, Fin.sum_univ_two] using
      congrFun (congrFun hN 0) 0
  have h10 : -(g : ℂ) * N 0 0 + (z - w) * N 1 0 = 0 := by
    simpa [migdalMatrix, Matrix.mul_apply, Fin.sum_univ_two] using
      congrFun (congrFun hN 1) 0
  -- eliminate the one-phonon amplitude
  have e : N 1 0 = g * N 0 0 / (z - w) := by
    rw [eq_div_iff (sub_ne_zero.mpr hz)]
    linear_combination h10
  rw [e] at h00
  linear_combination h00

/-- The exact and the one-phonon spectra share their moments of order zero to three;
their fourth moments differ by `2 g⁴` and agree only without coupling. -/
theorem migdal_not_exact (g : ℝ) {w : ℝ} (hw : w ≠ 0) :
    (∀ k ≤ 3, exactMoment g w k = migdalMoment g w k) ∧
      exactMoment g w 4 - migdalMoment g w 4 = 2 * g ^ 4 ∧
      (exactMoment g w 4 = migdalMoment g w 4 ↔ g = 0) := by
  obtain ⟨v0, v1, v2, v3, v4⟩ := vacuum_moments g w
  obtain ⟨m0, m1, m2, m3, m4⟩ := migdal_moments g w
  have hex : ∀ k ≤ 4, exactMoment g w k = vacuumMoment g w k :=
    fun k hk => (exact_hasSum g hw hk).tsum_eq
  have hd : exactMoment g w 4 - migdalMoment g w 4 = 2 * g ^ 4 := by
    rw [hex 4 le_rfl, v4, m4]
    ring
  refine ⟨fun k hk => ?_, hd, fun h => ?_, fun h => ?_⟩
  · rw [hex k (by omega)]
    interval_cases k
    · rw [v0, m0]
    · rw [v1, m1]
    · rw [v2, m2]
    · rw [v3, m3]
  · have h4 : g ^ 4 = 0 := by linarith
    exact pow_eq_zero_iff (by norm_num) |>.mp h4
  · have h4 : g ^ 4 = 0 := by rw [h]; norm_num
    linarith

end

end FanMigdalCounterexample
```

```lean
#print axioms FanMigdalCounterexample.migdal_green
#print axioms FanMigdalCounterexample.migdal_not_exact
```

```
'FanMigdalCounterexample.migdal_green' depends on axioms: [propext, Classical.choice, Quot.sound]
'FanMigdalCounterexample.migdal_not_exact' depends on axioms: [propext, Classical.choice, Quot.sound]
```

## How the proof follows the calculation

`poisson_shift` drops the vanishing $n=0$ term and compares the remaining terms factor by factor. `poisson_quartic` starts from the exponential series, applies the shift four times (`m1` to `m4`) and combines the results linearly; `hasSum_cast` handles the rewriting of summands.

`vacuum_moments` applies $H$ to polynomials and evaluates at zero. In `exact_hasSum`, `interval_cases k` separates the orders, each case supplies the coefficients of $(n-S)^kw^k$, and `linear_combination` inserts $Sw^2=g^2$ where needed.

`migdal_moments` multiplies out the matrix powers, and `migdal_green` eliminates the one-phonon amplitude as above. The final theorem compares the two lists; equality at fourth order forces $g^4=0$, hence $g=0$.
